# The spectral derivative on an even FFT grid is real antisymmetric only with zero Nyquist factor

Q: The claim is this. On the grid $x_j = 2\pi j/N$, $j = 0,\dots,N-1$, with $N$ even, let $D_\mu$ multiply the Fourier mode of wavenumber $k$ by $ik$ for $|k| < N/2$ and the Nyquist mode $k = N/2$ by a complex number $\mu$. As an $N \times N$ matrix in grid space, $D_\mu$ is real iff $\mu$ is real, and real antisymmetric iff $\mu = 0$. The matrix $L$ that multiplies every mode by $-k^2$, Nyquist included, is real, symmetric and negative semidefinite. My first doubt is physical. The derivative of $e^{ikx}$ is $ik\,e^{ikx}$, so why is $\mu$ free?

A: The samples of $e^{iNx/2}$, $e^{-iNx/2}$ and $\cos(Nx/2)$ are all $(-1)^j$. Their derivatives at the grid points are $(-1)^j$ times $iN/2$, $-iN/2$ and $0$. The samples do not decide between these continuations, and $\mu$ stands for that choice. It matters for a single particle on a one-dimensional periodic grid, where $-L/2$ serves as kinetic energy in units $\hbar = m = 1$ and $-iD_\mu$ as momentum. The latter requires $\mu$ purely imaginary or zero, as in the three choices above. The matrix $-iD_\mu$ multiplies the Nyquist mode by $-i\mu$ and the other modes by the real number $k$, so it is Hermitian exactly when $-i\mu$ is real. This remark is not a theorem of the file.

Q: I see no interval and no wavenumbers in the index type. What is `ZMod N` doing?

A: It is the integers modulo $N$, with `NeZero N` meaning $N \ge 1$. It labels both grid points and modes. For a grid point, `j.val` is the representative in $0,\dots,N-1$. For a mode, `k.valMinAbs` is the signed wavenumber in $(-N/2, N/2]$, which I also write $k$, and $-k$ is always reduced modulo $N$ into that range. The plane-wave matrix is $W_{jk} = e^{ikx_j}$. The period is $2\pi$, so for a cell of length $a$ each wavenumber acquires a factor $2\pi/a$.

In Lean 4 with Mathlib:

```lean
import Mathlib

open Matrix
open scoped ComplexOrder

namespace FourierGridDerivative

noncomputable section

variable {N : ℕ} [NeZero N]

/-- Plane waves on the grid: entry `(j, k)` is `exp (i k x_j)` with `x_j = 2π j / N` and `k` the
signed FFT wavenumber in `(-N/2, N/2]`. -/
def planeWaves (N : ℕ) [NeZero N] : Matrix (ZMod N) (ZMod N) ℂ :=
  Matrix.of fun j k =>
    Complex.exp (Complex.I * (k.valMinAbs : ℂ) * (2 * (Real.pi : ℂ) * (j.val : ℂ) / (N : ℂ)))
```

Q: And the operator itself?

A: A symbol $\sigma$ assigns a complex number to each mode, and `multiplier` is $M(\sigma) = N^{-1} W \operatorname{diag}(\sigma) W^\dagger$: forward transform, multiplication, backward transform. The columns of $W$ have norm $\sqrt N$. With the normalised waves $U = W/\sqrt N$ the same matrix is $U \operatorname{diag}(\sigma) U^\dagger$. `IsReal` says that every entry has zero imaginary part.

```lean
/-- Grid-space matrix of a Fourier multiplier: forward transform, multiplication of mode `k`
by `σ k`, backward transform. -/
def multiplier (σ : ZMod N → ℂ) : Matrix (ZMod N) (ZMod N) ℂ :=
  (N : ℂ)⁻¹ • (planeWaves N * diagonal σ * (planeWaves N)ᴴ)

/-- A grid-space matrix is real if all its entries have zero imaginary part. -/
def IsReal (A : Matrix (ZMod N) (ZMod N) ℂ) : Prop := ∀ j l, (A j l).im = 0
```

A: The test `2 * k.val = N` is an equation between natural numbers and picks out the Nyquist mode. Then $D_\mu$ is `spectralDeriv N μ` and $L$ is `spectralLaplacian N`.

```lean
/-- Symbol of the first derivative: `μ` at the Nyquist mode `k = N/2`, and `i k` elsewhere. -/
def derivSymbol (μ : ℂ) (k : ZMod N) : ℂ :=
  if 2 * k.val = N then μ else Complex.I * (k.valMinAbs : ℂ)

/-- Symbol of the second derivative: `-k²` for every mode, the Nyquist mode included. -/
def laplaceSymbol (k : ZMod N) : ℂ := -((k.valMinAbs : ℂ) ^ 2)

/-- Spectral first-derivative matrix with Nyquist factor `μ`. -/
def spectralDeriv (N : ℕ) [NeZero N] (μ : ℂ) : Matrix (ZMod N) (ZMod N) ℂ :=
  multiplier (derivSymbol μ)

/-- Spectral second-derivative matrix. -/
def spectralLaplacian (N : ℕ) [NeZero N] : Matrix (ZMod N) (ZMod N) ℂ :=
  multiplier laplaceSymbol
```

Q: Nothing in that definition guarantees that $M(\sigma)$ multiplies a plane wave by $\sigma(k)$.

A: That is derived. First, $W_{jk} = e^{2\pi i jk/N}$ depends only on $jk$ modulo $N$. The function $a \mapsto e^{2\pi i a/N}$ is `ZMod.stdAddChar`, and conjugation reverses the sign of its argument.

```lean
/-- The sampled plane wave is the standard character at `j k` modulo `N`, and its complex
conjugate is the character at `-j k`. -/
theorem planeWaves_char (j k : ZMod N) :
    planeWaves N j k = ZMod.stdAddChar (j * k) ∧
    star (planeWaves N j k) = ZMod.stdAddChar (-(j * k)) := by
  have h1 : planeWaves N j k = ZMod.stdAddChar (j * k) := by
    have h : j * k = (((j.val : ℤ) * k.valMinAbs : ℤ) : ZMod N) := by
      rw [Int.cast_mul, Int.cast_natCast, ZMod.natCast_zmod_val, ZMod.coe_valMinAbs]
    rw [h, ZMod.stdAddChar_coe, planeWaves, Matrix.of_apply]
    congr 1
    push_cast
    ring
  refine ⟨h1, ?_⟩
  rw [h1]
  exact (AddChar.map_neg_eq_conj _ _).symm
```

A: Second, for modes $k$ and $l$,
$$(W^\dagger W)_{kl} = \sum_j e^{2\pi i j(l-k)/N} = N\delta_{kl},$$
since for $l \ne k$ the geometric sum with ratio $r = e^{2\pi i (l-k)/N} \ne 1$ is $(r^N-1)/(r-1) = 0$. In the code `e` merges the two exponentials and `AddChar.sum_mulShift` evaluates the sum.

```lean
/-- The `N` plane waves are orthogonal on the grid, each with squared norm `N`. -/
theorem planeWaves_orthogonal :
    (planeWaves N)ᴴ * planeWaves N = (N : ℂ) • (1 : Matrix (ZMod N) (ZMod N) ℂ) := by
  ext k l
  have h := AddChar.sum_mulShift (l - k) (ZMod.isPrimitive_stdAddChar N)
  have e : ∀ j, star (planeWaves N j k) * planeWaves N j l = ZMod.stdAddChar (j * (l - k)) := by
    intro j
    rw [(planeWaves_char j k).2, (planeWaves_char j l).1, ← AddChar.map_add_eq_mul]
    congr 1
    ring
  simp only [Matrix.mul_apply, Matrix.conjTranspose_apply, e]
  rw [h]
  by_cases hk : k = l
  · simp [hk, ZMod.card]
  · have hlk : l - k ≠ 0 := sub_ne_zero.mpr (Ne.symm hk)
    simp [hk, hlk]
```

A: Third, $M(\sigma)W = N^{-1} W \operatorname{diag}(\sigma)\, W^\dagger W = W \operatorname{diag}(\sigma)$, which is the eigenvalue equation for every column. If $M(\sigma) = M(\tau)$ for a second symbol $\tau$, then $W\operatorname{diag}(\sigma) = W\operatorname{diag}(\tau)$, and the row $j = 0$, where $W_{0k} = 1$, reads $\sigma(k) = \tau(k)$.

```lean
/-- The multiplier matrix multiplies the `k`-th plane wave by `σ k`. -/
theorem multiplier_mul_planeWaves (σ : ZMod N → ℂ) :
    multiplier σ * planeWaves N = planeWaves N * diagonal σ := by
  have hN : (N : ℂ) ≠ 0 := Nat.cast_ne_zero.mpr (NeZero.ne N)
  rw [multiplier, Matrix.smul_mul, Matrix.mul_assoc, planeWaves_orthogonal, Matrix.mul_smul,
    smul_smul, inv_mul_cancel₀ hN, one_smul, Matrix.mul_one]

/-- Two multipliers have the same grid matrix exactly when their symbols agree. -/
theorem multiplier_inj (σ τ : ZMod N → ℂ) : multiplier σ = multiplier τ ↔ σ = τ := by
  refine ⟨fun h => ?_, fun h => by rw [h]⟩
  have h1 : planeWaves N * diagonal σ = planeWaves N * diagonal τ := by
    rw [← multiplier_mul_planeWaves, ← multiplier_mul_planeWaves, h]
  funext k
  -- read off the row of the grid point `x = 0`
  have := congrFun (congrFun h1 0) k
  simpa [Matrix.mul_diagonal, (planeWaves_char 0 k).1] using this
```

Q: Reality and symmetry refer to grid indices. How do they reach the symbol?

A: Through the entries. With $j$ and $l$ now both grid points,
$$M(\sigma)_{jl} = \frac1N \sum_k \sigma(k)\, e^{2\pi i (j-l)k/N},$$
which is `ent`. Swapping $j$ and $l$ flips the sign in the exponent, and substituting $k \to -k$ restores it, so $M(\sigma)^T$ has symbol $\sigma(-k)$. Conjugating every entry flips the sign too and conjugates $\sigma$, so the same substitution gives the symbol $\overline{\sigma(-k)}$. The substitution is a bijection of the residues, applied by `Fintype.sum_equiv (Equiv.neg _)`.

```lean
/-- Transposition turns the symbol `σ k` into `σ (-k)`, and entrywise complex conjugation turns
it into the conjugate of `σ (-k)`. -/
theorem multiplier_symmetry (σ : ZMod N → ℂ) :
    (multiplier σ)ᵀ = multiplier (fun k => σ (-k)) ∧
    (multiplier σ).map star = multiplier (fun k => star (σ (-k))) := by
  have ent : ∀ (τ : ZMod N → ℂ) (j l : ZMod N), multiplier τ j l = (N : ℂ)⁻¹ *
      ∑ k, ZMod.stdAddChar (j * k) * τ k * ZMod.stdAddChar (-(l * k)) := by
    intro τ j l
    rw [multiplier, Matrix.smul_apply, Matrix.mul_apply, smul_eq_mul]
    congr 1
    refine Finset.sum_congr rfl fun k _ => ?_
    rw [Matrix.mul_diagonal, Matrix.conjTranspose_apply, (planeWaves_char l k).2,
      (planeWaves_char j k).1]
  have hs : ∀ a : ZMod N, star (ZMod.stdAddChar a) = ZMod.stdAddChar (-a) := by
    intro a
    have := (planeWaves_char 1 a).2
    rwa [(planeWaves_char 1 a).1, one_mul] at this
  -- in both cases reindex the sum over modes by `k ↦ -k`
  constructor
  · ext j l
    rw [Matrix.transpose_apply, ent, ent]
    congr 1
    refine Fintype.sum_equiv (Equiv.neg _) _ _ fun k => ?_
    simp only [Equiv.neg_apply, mul_neg, neg_neg]
    ring
  · ext j l
    rw [Matrix.map_apply, ent, ent, star_mul', star_inv₀, star_natCast, star_sum]
    congr 1
    refine Fintype.sum_equiv (Equiv.neg _) _ _ fun k => ?_
    simp only [Equiv.neg_apply, star_mul', hs, mul_neg, neg_neg]
```

A: Since equal matrices have equal symbols, $M(\sigma)$ is real iff $\overline{\sigma(-k)} = \sigma(k)$, symmetric iff $\sigma(-k) = \sigma(k)$, and antisymmetric iff $\sigma(-k) = -\sigma(k)$, each for all $k$. The last uses `hneg`, that $-M(\sigma) = M(-\sigma)$.

```lean
/-- A multiplier matrix is real iff `conj σ(-k) = σ(k)`, symmetric iff `σ` is even, and
antisymmetric iff `σ` is odd, with `-k` taken modulo `N`. -/
theorem multiplier_criteria (σ : ZMod N → ℂ) :
    (IsReal (multiplier σ) ↔ ∀ k, star (σ (-k)) = σ k) ∧
    ((multiplier σ)ᵀ = multiplier σ ↔ ∀ k, σ (-k) = σ k) ∧
    ((multiplier σ)ᵀ = -multiplier σ ↔ ∀ k, σ (-k) = -σ k) := by
  have h : IsReal (multiplier σ) ↔ (multiplier σ).map star = multiplier σ := by
    rw [← Matrix.ext_iff]
    simp only [IsReal, Matrix.map_apply, Complex.star_def, Complex.conj_eq_iff_im]
  have hd : diagonal (fun k => -σ k) = -diagonal σ := by
    ext i j
    by_cases hij : i = j <;> simp [hij]
  have hneg : -multiplier σ = multiplier (fun k => -σ k) := by
    rw [multiplier, multiplier, hd, Matrix.mul_neg, Matrix.neg_mul, smul_neg]
  refine ⟨?_, ?_, ?_⟩
  · rw [h, (multiplier_symmetry σ).2, multiplier_inj, funext_iff]
  · rw [(multiplier_symmetry σ).1, multiplier_inj, funext_iff]
  · rw [hneg, (multiplier_symmetry σ).1, multiplier_inj, funext_iff]
```

Q: Where does aliasing appear?

A: In `ny`. If $2a = N$ then $2a \equiv 0$, so $-a \equiv a$ modulo $N$: the Nyquist mode is its own negative. For any other mode the negative is not Nyquist either, and `ZMod.valMinAbs_neg_of_ne_half` says that its signed wavenumber changes sign, so the symbol there is $-ik$.

```lean
/-- At the mode `-k` the derivative symbol is `μ` if `k` is the Nyquist mode, and `-i k`
otherwise. -/
theorem derivSymbol_neg (μ : ℂ) (k : ZMod N) :
    derivSymbol μ (-k) = if 2 * k.val = N then μ else -(Complex.I * (k.valMinAbs : ℂ)) := by
  -- aliasing: `-N/2` and `N/2` are the same mode
  have ny : ∀ a : ZMod N, 2 * a.val = N → -a = a := by
    intro a h
    have h0 : ((2 * a.val : ℕ) : ZMod N) = 0 := by rw [h, ZMod.natCast_self]
    rw [Nat.cast_mul, ZMod.natCast_zmod_val] at h0
    linear_combination -h0
  by_cases h : 2 * k.val = N
  · rw [ny k h, derivSymbol, if_pos h, if_pos h]
  · have h' : ¬ 2 * (-k).val = N := fun hh => h (by
      have := ny _ hh
      rw [neg_neg] at this
      rwa [← this] at hh)
    rw [derivSymbol, if_neg h', if_neg h, ZMod.valMinAbs_neg_of_ne_half h]
    push_cast
    ring
```

Q: Then finish the first claim.

A: Away from Nyquist, $\sigma(-k) = -ik$ equals $-\sigma(k)$, and its conjugate is $ik = \sigma(k)$, so both criteria hold whatever $\mu$ is. At the Nyquist mode $q = N/2$ they read $\bar\mu = \mu$ and $\mu = -\mu$. The proof obtains `q` from `Even N`, evaluates each criterion there for the forward direction, and uses `split_ifs` for the two kinds of mode in the converse. The theorem has three parts: real iff `μ.im = 0`, antisymmetric under the plain transpose iff $\mu = 0$ with no reality assumed, and both together iff $\mu = 0$.

```lean
/-- On an even grid the derivative matrix is real iff the Nyquist factor `μ` is real,
antisymmetric iff `μ = 0`, and real antisymmetric iff `μ = 0`. -/
theorem spectralDeriv_real_antisymm (hN : Even N) (μ : ℂ) :
    (IsReal (spectralDeriv N μ) ↔ μ.im = 0) ∧
    ((spectralDeriv N μ)ᵀ = -spectralDeriv N μ ↔ μ = 0) ∧
    (IsReal (spectralDeriv N μ) ∧ (spectralDeriv N μ)ᵀ = -spectralDeriv N μ ↔ μ = 0) := by
  obtain ⟨q, hq⟩ : ∃ q : ZMod N, 2 * q.val = N := by
    obtain ⟨m, hm⟩ := hN
    have hlt : m < N := by have := NeZero.ne N; omega
    exact ⟨(m : ZMod N), by rw [ZMod.val_natCast, Nat.mod_eq_of_lt hlt]; omega⟩
  have hreal : IsReal (spectralDeriv N μ) ↔ μ.im = 0 := by
    rw [spectralDeriv, (multiplier_criteria _).1]
    constructor
    · intro h
      have := h q
      rw [derivSymbol_neg, if_pos hq, derivSymbol, if_pos hq] at this
      exact Complex.conj_eq_iff_im.mp this
    · intro h k
      rw [derivSymbol_neg, derivSymbol]
      split_ifs
      · exact Complex.conj_eq_iff_im.mpr h
      · simp only [Complex.star_def, map_neg, map_mul, Complex.conj_I, map_intCast, neg_mul,
          neg_neg]
  have hanti : (spectralDeriv N μ)ᵀ = -spectralDeriv N μ ↔ μ = 0 := by
    rw [spectralDeriv, (multiplier_criteria _).2.2]
    constructor
    · intro h
      have := h q
      rw [derivSymbol_neg, if_pos hq, derivSymbol, if_pos hq] at this
      linear_combination this / 2
    · intro h k
      rw [derivSymbol_neg, derivSymbol]
      split_ifs
      · simp [h]
      · rfl
  exact ⟨hreal, hanti, fun h => hanti.mp h.2,
    fun h => ⟨hreal.mpr (by simp [h]), hanti.mpr h⟩⟩
```

Q: Why does the Nyquist mode not trouble $L$, and what does `PosSemidef` mean for a complex matrix?

A: The symbol $-k^2$ is real and even, and at $q$ evenness reads $\sigma(q) = \sigma(q)$. So $L$ is real and symmetric. For any complex grid vector $v$,
$$v^\dagger(-L)v = \frac1N \sum_k k^2\, |(W^\dagger v)_k|^2 \ge 0 .$$
`PosSemidef` says that $-L$ is Hermitian and that this form is real and nonnegative, the order being that of `ComplexOrder`. The code writes $-L = W \operatorname{diag}(k^2/N) W^\dagger$ in `hL` and uses that a nonnegative diagonal matrix stays semidefinite under this sandwich. The mode $k = 0$ has eigenvalue zero, so semidefinite is the correct word. Evenness of $N$ is not assumed.

```lean
/-- The multiplier `-k²` over all modes gives a real, symmetric, negative semidefinite
matrix. -/
theorem spectralLaplacian_real_symm_negSemidef :
    IsReal (spectralLaplacian N) ∧ (spectralLaplacian N)ᵀ = spectralLaplacian N ∧
    (-spectralLaplacian N).PosSemidef := by
  have heven : ∀ k : ZMod N, laplaceSymbol (-k) = laplaceSymbol k := by
    intro k
    have h : (-k).valMinAbs ^ 2 = k.valMinAbs ^ 2 := by
      rw [← Int.natAbs_sq, ZMod.natAbs_valMinAbs_neg, Int.natAbs_sq]
    have hc := congrArg (Int.cast : ℤ → ℂ) h
    rw [Int.cast_pow, Int.cast_pow] at hc
    rw [laplaceSymbol, laplaceSymbol, hc]
  refine ⟨(multiplier_criteria _).1.mpr fun k => ?_, (multiplier_criteria _).2.1.mpr heven, ?_⟩
  · rw [heven]
    simp [laplaceSymbol]
  · -- `-L = W diag(k²/N) Wᴴ`
    have hd : diagonal (fun k : ZMod N => (((N : ℝ)⁻¹ * (k.valMinAbs : ℝ) ^ 2 : ℝ) : ℂ)) =
        -((N : ℂ)⁻¹ • diagonal laplaceSymbol) := by
      ext i j
      by_cases hij : i = j <;> simp [laplaceSymbol, hij]
    have hL : -spectralLaplacian N = planeWaves N *
        diagonal (fun k : ZMod N => (((N : ℝ)⁻¹ * (k.valMinAbs : ℝ) ^ 2 : ℝ) : ℂ)) *
        (planeWaves N)ᴴ := by
      rw [hd, Matrix.mul_neg, Matrix.neg_mul, Matrix.mul_smul, Matrix.smul_mul,
        spectralLaplacian, multiplier]
    rw [hL]
    refine Matrix.PosSemidef.mul_mul_conjTranspose_same ?_ _
    exact Matrix.PosSemidef.diagonal fun k => Complex.zero_le_real.mpr (by positivity)
```

Q: I would expect $L = D_\mu^2$.

A: The same argument settles that. From the eigenvalue equation, $M(\sigma)M(\tau) = M(\sigma\tau)$, which is `hmul`. So $D_\mu^2 = L$ iff the symbols agree. Away from Nyquist $(ik)^2 = -k^2$ always, and at $q$, whose wavenumber is $N/2$ by `hv`, the condition is $\mu^2 = -(N/2)^2$. A real $D_\mu$ has real $\mu$, and then $\mu^2 \ge 0 > -(N/2)^2$. On an even one-dimensional grid, therefore, no real $D_\mu$ applied twice reproduces the matrix $L$ that defines the kinetic energy $-L/2$.

```lean
/-- On an even grid the squared derivative matrix equals the second-derivative matrix iff
`μ² = -(N/2)²`; for a real derivative matrix the two differ. -/
theorem spectralDeriv_sq (hN : Even N) (μ : ℂ) :
    (spectralDeriv N μ * spectralDeriv N μ = spectralLaplacian N ↔
      μ ^ 2 = -((N : ℂ) / 2) ^ 2) ∧
    (IsReal (spectralDeriv N μ) →
      spectralDeriv N μ * spectralDeriv N μ ≠ spectralLaplacian N) := by
  obtain ⟨q, hq⟩ : ∃ q : ZMod N, 2 * q.val = N := by
    obtain ⟨m, hm⟩ := hN
    have hlt : m < N := by have := NeZero.ne N; omega
    exact ⟨(m : ZMod N), by rw [ZMod.val_natCast, Nat.mod_eq_of_lt hlt]; omega⟩
  have hmul : ∀ σ τ : ZMod N → ℂ,
      multiplier σ * multiplier τ = multiplier (fun k => σ k * τ k) := by
    intro σ τ
    rw [show multiplier τ = (N : ℂ)⁻¹ • (planeWaves N * diagonal τ * (planeWaves N)ᴴ) from rfl,
      Matrix.mul_smul, ← Matrix.mul_assoc, ← Matrix.mul_assoc, multiplier_mul_planeWaves,
      Matrix.mul_assoc (planeWaves N) (diagonal σ), Matrix.diagonal_mul_diagonal, multiplier]
  have hv : ∀ k : ZMod N, 2 * k.val = N → (k.valMinAbs : ℂ) = (N : ℂ) / 2 := by
    intro k h
    have hle : k.val ≤ N / 2 := by omega
    have hc := congrArg (Nat.cast : ℕ → ℂ) h
    rw [Nat.cast_mul] at hc
    rw [ZMod.valMinAbs_def_pos, if_pos hle, Int.cast_natCast]
    linear_combination hc / 2
  have key : spectralDeriv N μ * spectralDeriv N μ = spectralLaplacian N ↔
      μ ^ 2 = -((N : ℂ) / 2) ^ 2 := by
    rw [spectralDeriv, spectralLaplacian, hmul, multiplier_inj, funext_iff]
    constructor
    · intro h
      have := h q
      simp only [derivSymbol, laplaceSymbol] at this
      rw [if_pos hq, hv q hq] at this
      linear_combination this
    · intro h k
      simp only [derivSymbol, laplaceSymbol]
      split_ifs with hk
      · rw [hv k hk]
        linear_combination h
      · linear_combination (k.valMinAbs : ℂ) ^ 2 * Complex.I_sq
  refine ⟨key, fun hr hsq => ?_⟩
  have him := (spectralDeriv_real_antisymm hN μ).1.mp hr
  have h := key.mp hsq
  obtain ⟨r, rfl⟩ : ∃ r : ℝ, μ = r := ⟨μ.re, Complex.ext (by simp) (by simp [him])⟩
  have h2 : r ^ 2 = -((N : ℝ) / 2) ^ 2 := by
    apply Complex.ofReal_injective
    push_cast
    exact h
  have hpos : (0 : ℝ) < N := Nat.cast_pos.mpr (Nat.pos_of_ne_zero (NeZero.ne N))
  nlinarith [sq_nonneg r, mul_pos hpos hpos]

end

end FourierGridDerivative
```

```lean
#print axioms FourierGridDerivative.spectralDeriv_real_antisymm
#print axioms FourierGridDerivative.spectralLaplacian_real_symm_negSemidef
#print axioms FourierGridDerivative.spectralDeriv_sq
```

```
'FourierGridDerivative.spectralDeriv_real_antisymm' depends on axioms: [propext, Classical.choice, Quot.sound]
'FourierGridDerivative.spectralLaplacian_real_symm_negSemidef' depends on axioms: [propext, Classical.choice, Quot.sound]
'FourierGridDerivative.spectralDeriv_sq' depends on axioms: [propext, Classical.choice, Quot.sound]
```

Q: Does this survive the smallest grid, and is evenness needed?

A: The two examples that follow are direct evaluations of the entry formula and not theorems of the file. For $N = 2$ the modes are $0$ and $q = 1$. With $P = \frac12\begin{pmatrix}1&-1\\-1&1\end{pmatrix}$ one finds $D_\mu = \mu P$ and $L = -P$. Since $P$ is real, symmetric and $P^2 = P$, the conditions are $\mu$ real, $\mu = 0$ and $\mu^2 = -1$. For $N = 3$ the modes are $0, \pm 1$, none satisfies $2k = N$, and $\mu$ never enters. The entries are
$$(D_\mu)_{jl} = \tfrac13\left(i e^{i\theta} - i e^{-i\theta}\right) = -\tfrac23 \sin\theta, \qquad \theta = 2\pi(j-l)/3,$$
which is real and antisymmetric even for $\mu = i$, so all three equivalences fail.

Q: What should I not read into these theorems?

A: They concern one dimension, a uniform periodic grid and exact complex arithmetic. The transform is the matrix $W$ and not a fast algorithm. Nothing is stated about how well $D_\mu$ or $L$ approximates the derivatives of a smooth function, or about the limit of large $N$.
